# The constant local energy of the Calogero–Jastrow state

Consider $N$ particles on a line, held in a harmonic trap and interacting through an inverse-square potential. Variational Monte Carlo takes a trial wavefunction $\psi$, samples configurations with probability density proportional to $|\psi|^2$, and averages the local energy $E_L=(H\psi)/\psi$. Does this quantity fluctuate from one configuration to another when $\psi$ is a Gaussian times a product of pair factors?

In units with $\hbar=m=\omega=1$, take

$$H=-\tfrac12\sum_i\partial_i^2+\tfrac12\sum_i x_i^2+k(k-1)S,\qquad S=\sum_{i<j}\frac1{(x_i-x_j)^2},$$

$$\psi=e^{-\sum_i x_i^2/2}\prod_{i<j}|x_i-x_j|^k .$$

The real number $k$ sets both the interaction strength and the exponent of the pair factor. For distinct positions,

$$E_L=\frac N2+\frac{kN(N-1)}2 .$$

Whenever $\psi$ is square-integrable, so that $|\psi|^2$ can be sampled, the local energy therefore has zero variance in this one-dimensional model with matched $k$. This gives an exact check of the local-energy routine of a Monte Carlo code; since every collision-free configuration returns the same value, the energy alone does not test the sampling.

## From the drift to the energy

Differentiating $\ln\psi$ gives the drift

$$g_i=\partial_i\ln\psi=-x_i+kW_i,\qquad W_i=\sum_{j\ne i}\frac1{x_i-x_j}.$$

Since $\partial_i\psi=g_i\psi$, a second derivative gives $\partial_i^2\psi/\psi=g_i^2+\partial_i g_i$. Each pair occurs twice in the divergence:

$$\sum_i\partial_i g_i=-N-k\sum_i\sum_{j\ne i}\frac1{(x_i-x_j)^2}=-N-2kS.$$

The squared drift expands to

$$\sum_i g_i^2=\sum_i x_i^2-2k\sum_i x_iW_i+k^2\sum_i W_i^2 .$$

In the middle sum, the two terms of each pair combine to one:

$$\sum_i x_iW_i=\sum_{i<j}\frac{x_i-x_j}{x_i-x_j}=\frac{N(N-1)}2 .$$

In $\sum_i W_i^2$, the terms with equal partners give $2S$. The remaining terms involve three different particles, and they cancel in cyclic groups:

$$\frac1{(x_i-x_j)(x_i-x_l)}+\frac1{(x_j-x_i)(x_j-x_l)}+\frac1{(x_l-x_i)(x_l-x_j)}
=\frac{(x_j-x_l)-(x_i-x_l)+(x_i-x_j)}{(x_i-x_j)(x_i-x_l)(x_j-x_l)}=0 .$$

Hence $\sum_i g_i^2=\sum_i x_i^2-kN(N-1)+2k^2S$, and

$$E_L=-\tfrac12\Big(\sum_i x_i^2-kN(N-1)+2k^2S-N-2kS\Big)+\tfrac12\sum_i x_i^2+k(k-1)S .$$

The trap terms cancel, and the coefficient of $S$ is $-k^2+k+k(k-1)=0$. Only the stated constant remains. For $N=1$ there are no pairs, and it is the oscillator ground-state energy $\tfrac12$.

## Positions, drift and local energy in Lean

A configuration is a function `x : Fin N → ℝ`, and `Injective x` says that no two particles coincide. Every theorem below that involves the positions `x` assumes this, also where its one-line description does not repeat it.

```lean
import Mathlib

open Finset Function

namespace CalogeroLocalEnergy

noncomputable section

variable {N : ℕ}
```

The pair sum $S$ counts each unordered pair once.

```lean
/-- The sum of inverse squared distances over all pairs of particles. -/
def pairS (x : Fin N → ℝ) : ℝ := ∑ i, ∑ j with i < j, 1 / (x i - x j) ^ 2
```

The drift is $g_i$, with the other particles selected by `j ≠ i`.

```lean
/-- The drift of particle `i`: a harmonic pull plus a pair term of strength `k`. -/
def drift (k : ℝ) (x : Fin N → ℝ) (i : Fin N) : ℝ :=
  -x i + k * ∑ j with j ≠ i, 1 / (x i - x j)
```

In the local energy, `update x i t` moves particle $i$ to $t$ and leaves the others in place, so the `deriv` term is the partial derivative $\partial_i g_i$.

```lean
/-- The local energy: a kinetic part from the squared drifts and from the derivative of each
particle's drift in its own coordinate, a harmonic trap, and an inverse-square interaction. -/
def localEnergy (k : ℝ) (x : Fin N → ℝ) : ℝ :=
  -(1 / 2) * ∑ i, (drift k x i ^ 2 + deriv (fun t => drift k (update x i t) i) (x i))
    + (1 / 2) * ∑ i, x i ^ 2 + k * (k - 1) * pairS x
```

This definition starts from the drift form of the kinetic energy; its equality with $(H\psi)/\psi$ rests on the derivation above. The next theorem supplies the link to the wavefunction at first order: the part of $\ln\psi$ that depends on particle $i$ has derivative $g_i$. The proof differentiates the quadratic term and each logarithm separately.

```lean
/-- The part of the logarithm of the Jastrow wavefunction that depends on particle `i`
has the drift as its derivative. -/
theorem log_jastrow_hasDerivAt (k : ℝ) {x : Fin N → ℝ} (hx : Injective x) (i : Fin N) :
    HasDerivAt (fun t => -t ^ 2 / 2 + k * ∑ j with j ≠ i, Real.log |t - x j|)
      (drift k x i) (x i) := by
  have hq : HasDerivAt (fun t : ℝ => -t ^ 2 / 2) (-x i) (x i) :=
    (((hasDerivAt_id' (x i)).fun_pow 2).fun_neg.div_const 2).congr_deriv (by norm_num; ring)
  have hs : HasDerivAt (fun t => ∑ j with j ≠ i, Real.log (t - x j))
      (∑ j with j ≠ i, 1 / (x i - x j)) (x i) :=
    HasDerivAt.fun_sum fun j hj => by
      have hji : j ≠ i := by simpa using hj
      exact ((hasDerivAt_id' (x i)).sub_const (x j)).log (sub_ne_zero.2 (hx.ne hji.symm))
  simp only [Real.log_abs]
  exact hq.fun_add (hs.const_mul k)
```

## Pair sums and the virial

Lean sets $1/0=0$, so the self-term of an inverse-distance sum vanishes and the sum may run over all particles.

```lean
/-- A vanishing self-term may be included in a sum over the other particles. -/
theorem sum_others (i : Fin N) (f : Fin N → ℝ) (h : f i = 0) :
    ∑ j with j ≠ i, f j = ∑ j, f j :=
  Finset.sum_filter_of_ne fun j _ hj e => hj (by rw [e]; exact h)
```

The factor 2 between ordered and unordered pairs comes from splitting $b\ne a$ into $a<b$ and $b<a$, then exchanging labels in the second part.

```lean
/-- A symmetric pair quantity summed over ordered pairs is twice its sum over pairs. -/
theorem sum_ordered_pairs (F : Fin N → Fin N → ℝ) (hs : ∀ a b, F a b = F b a) :
    ∑ a, ∑ b with b ≠ a, F a b = 2 * ∑ a, ∑ b with a < b, F a b := by
  have h1 : ∑ a, ∑ b with b ≠ a, F a b =
      ∑ a, ∑ b, (if a < b then F a b else 0) + ∑ a, ∑ b, (if b < a then F b a else 0) := by
    simp only [Finset.sum_filter, ← Finset.sum_add_distrib]
    refine sum_congr rfl fun a _ => sum_congr rfl fun b _ => ?_
    rcases lt_trichotomy a b with h | h | h
    · simp [h, lt_asymm h, h.ne']
    · simp [h]
    · simp [h, lt_asymm h, h.ne, hs a b]
  have h2 : ∑ a, ∑ b, (if b < a then F b a else 0) =
      ∑ a, ∑ b, (if a < b then F a b else 0) := Finset.sum_comm
  rw [h1, h2]
  simp only [Finset.sum_filter]
  ring
```

For the virial, `h3` adds each term to its exchanged partner, which gives 1 for different labels and 0 for equal ones. The total $N(N-1)$ is twice the desired sum.

```lean
/-- The virial of the inverse-distance pair terms depends only on the particle number. -/
theorem pair_virial {x : Fin N → ℝ} (hx : Injective x) :
    ∑ i, x i * ∑ j with j ≠ i, 1 / (x i - x j) = (N : ℝ) * (N - 1) / 2 := by
  have h1 : ∑ i, x i * ∑ j with j ≠ i, 1 / (x i - x j) =
      ∑ i, ∑ j, x i * (1 / (x i - x j)) := by
    refine sum_congr rfl fun i _ => ?_
    rw [sum_others i (fun j => 1 / (x i - x j)) (by simp), Finset.mul_sum]
  have h2 : ∑ i, ∑ j, x j * (1 / (x j - x i)) =
      ∑ i, ∑ j, x i * (1 / (x i - x j)) := Finset.sum_comm
  -- exchanging the two particles adds up to one for each ordered pair
  have h3 : ∑ i, ∑ j, (x i * (1 / (x i - x j)) + x j * (1 / (x j - x i))) =
      ∑ i : Fin N, ∑ j : Fin N, ((1 : ℝ) - if i = j then 1 else 0) := by
    refine sum_congr rfl fun i _ => sum_congr rfl fun j _ => ?_
    by_cases h : i = j
    · simp [h]
    · have hn : x i - x j ≠ 0 := sub_ne_zero.2 (hx.ne h)
      rw [if_neg h, ← neg_sub (x i) (x j), div_neg]
      linear_combination mul_one_div_cancel hn
  have h4 : ∑ i : Fin N, ∑ j : Fin N, ((1 : ℝ) - if i = j then 1 else 0) = N * (N - 1) := by
    simp [Finset.sum_sub_distrib]
    ring
  simp only [Finset.sum_add_distrib] at h3
  linarith
```

## Cancellation of the three-body terms

The proof writes `w i j` for $1/(x_i-x_j)$. In `ht` the cyclic expression is summed over all triples: `field_simp` and `ring` verify that it vanishes for three different labels, while the coincident cases leave squares. By relabelling, the left side is $3\sum_i W_i^2$ and the right side is $3\cdot 2S$, hence the factor `k ^ 2 / 3` in the last line.

```lean
/-- The total squared drift is a trap term, a constant and a pair term. -/
theorem sum_drift_sq (k : ℝ) {x : Fin N → ℝ} (hx : Injective x) :
    ∑ i, drift k x i ^ 2 = ∑ i, x i ^ 2 - k * (N * (N - 1)) + 2 * k ^ 2 * pairS x := by
  obtain ⟨w, hw⟩ : ∃ w : Fin N → Fin N → ℝ, ∀ i j, w i j = 1 / (x i - x j) :=
    ⟨_, fun _ _ => rfl⟩
  have w0 : ∀ i, w i i = 0 := fun i => by simp [hw]
  have wn : ∀ i j, w j i = -w i j := fun i j => by
    rw [hw, hw, ← neg_sub (x i) (x j), div_neg]
  have hW : ∀ i, ∑ j with j ≠ i, 1 / (x i - x j) = ∑ j, w i j := fun i => by
    simp only [← hw]
    exact sum_others i (w i) (w0 i)
  have hv := pair_virial hx
  have hS : ∑ i, ∑ j, w i j ^ 2 = 2 * pairS x := by
    have h := sum_ordered_pairs (fun i j => w i j ^ 2) (fun i j => by simp [wn j i])
    have h' : ∀ i, ∑ j with j ≠ i, w i j ^ 2 = ∑ j, w i j ^ 2 := fun i =>
      sum_others i (fun j => w i j ^ 2) (by simp [w0])
    simp only [h'] at h
    rw [h]
    simp only [pairS, hw, div_pow, one_pow]
  -- cyclic sums vanish for three different particles; only coincident labels survive
  have ht : ∑ i, ∑ j, ∑ l, (w i j * w i l + w j i * w j l + w l i * w l j) =
      ∑ i, ∑ j, ∑ l, ((if i = j then w l i ^ 2 else 0) + (if j = l then w i j ^ 2 else 0)
        + (if l = i then w i j ^ 2 else 0)) := by
    refine sum_congr rfl fun i _ => sum_congr rfl fun j _ => sum_congr rfl fun l _ => ?_
    by_cases h1 : i = j
    · subst h1
      by_cases h2 : i = l
      · subst h2; simp [w0]
      · simp [h2, Ne.symm h2, w0, sq]
    by_cases h2 : j = l
    · subst h2; simp [h1, Ne.symm h1, w0, sq]
    by_cases h3 : l = i
    · rw [h3, if_neg h1, if_neg (Ne.symm h1), if_pos rfl, w0, wn i j]; ring
    · rw [if_neg h1, if_neg h2, if_neg h3, wn i j, wn i l, wn j l, hw, hw, hw]
      have a := sub_ne_zero.2 (hx.ne h1)
      have b := sub_ne_zero.2 (hx.ne h2)
      have c := sub_ne_zero.2 (hx.ne (Ne.symm h3))
      field_simp
      ring
  have hB : ∑ i, ∑ j, ∑ l, w j i * w j l = ∑ i, ∑ j, ∑ l, w i j * w i l := Finset.sum_comm
  have hC : ∑ i, ∑ j, ∑ l, w l i * w l j = ∑ i, ∑ j, ∑ l, w i j * w i l :=
    (sum_congr rfl fun i _ => Finset.sum_comm).trans Finset.sum_comm
  have hD : ∑ i, ∑ j, ∑ l, (if i = j then w l i ^ 2 else 0) = ∑ i, ∑ j, w i j ^ 2 := by
    calc _ = ∑ i, ∑ l, ∑ j, (if i = j then w l i ^ 2 else 0) :=
          sum_congr rfl fun i _ => Finset.sum_comm
      _ = ∑ i, ∑ l, w l i ^ 2 := by simp
      _ = _ := Finset.sum_comm
  have hE : ∑ i, ∑ j, ∑ l, (if j = l then w i j ^ 2 else 0) = ∑ i, ∑ j, w i j ^ 2 := by simp
  have hF : ∑ i, ∑ j, ∑ l, (if l = i then w i j ^ 2 else 0) = ∑ i, ∑ j, w i j ^ 2 := by simp
  simp only [Finset.sum_add_distrib] at ht
  rw [hB, hC, hD, hE, hF] at ht
  have h3 : ∑ i, (∑ j, w i j) ^ 2 = ∑ i, ∑ j, ∑ l, w i j * w i l :=
    sum_congr rfl fun i _ => by rw [sq, Finset.sum_mul_sum]
  have hexp : ∀ W : Fin N → ℝ, ∑ i, (-x i + k * W i) ^ 2 =
      ∑ i, x i ^ 2 - 2 * k * ∑ i, x i * W i + k ^ 2 * ∑ i, W i ^ 2 := fun W => by
    rw [Finset.mul_sum, Finset.mul_sum, ← Finset.sum_sub_distrib, ← Finset.sum_add_distrib]
    exact sum_congr rfl fun i _ => by ring
  simp only [hW] at hv
  simp only [drift, hW]
  rw [hexp fun i => ∑ j, w i j, hv, h3]
  linear_combination k ^ 2 / 3 * ht + k ^ 2 * hS
```

## Divergence and final substitution

For the divergence, `hf` exposes the dependence on the moving coordinate, the quotient rule differentiates each pair term, and `sum_ordered_pairs` produces $2S$.

```lean
/-- The divergence of the drift is `-N - 2 k S`, with `S` the inverse-square pair sum. -/
theorem drift_divergence (k : ℝ) {x : Fin N → ℝ} (hx : Injective x) :
    ∑ i, deriv (fun t => drift k (update x i t) i) (x i) = -N - 2 * k * pairS x := by
  have h2 : ∀ i, deriv (fun t => drift k (update x i t) i) (x i) =
      -1 - k * ∑ j with j ≠ i, 1 / (x i - x j) ^ 2 := by
    intro i
    have hf : (fun t => drift k (update x i t) i) =
        fun t => -t + k * ∑ j with j ≠ i, 1 / (t - x j) := by
      funext t
      rw [drift, update_self]
      congr 2
      refine sum_congr rfl fun j hj => ?_
      have hji : j ≠ i := by simpa using hj
      rw [update_of_ne hji]
    have hs : HasDerivAt (fun t => ∑ j with j ≠ i, 1 / (t - x j))
        (∑ j with j ≠ i, -(1 / (x i - x j) ^ 2)) (x i) :=
      HasDerivAt.fun_sum fun j hj => by
        have hji : j ≠ i := by simpa using hj
        have hn := sub_ne_zero.2 (hx.ne (Ne.symm hji))
        exact ((hasDerivAt_const (x i) (1 : ℝ)).fun_div
          ((hasDerivAt_id' (x i)).sub_const (x j)) hn).congr_deriv (by ring)
    have hd := (hasDerivAt_id' (x i)).fun_neg.fun_add (hs.const_mul k)
    rw [← hf] at hd
    rw [hd.deriv, Finset.sum_neg_distrib]
    ring
  have hS := sum_ordered_pairs (fun i j => 1 / (x i - x j) ^ 2) (fun i j => by
    show 1 / (x i - x j) ^ 2 = 1 / (x j - x i) ^ 2
    congr 1; ring)
  simp only [h2, pairS]
  rw [Finset.sum_sub_distrib, ← Finset.mul_sum, hS]
  simp only [Finset.sum_const, Finset.card_univ, Fintype.card_fin, nsmul_eq_mul]
  ring
```

The final theorem inserts both sums into the definition, and `ring` performs the cancellation. It holds for every real $k$ and every collision-free configuration; normalisability of $\psi$ and its behaviour at collisions are separate questions.

```lean
/-- At every configuration of distinct positions the local energy equals
`N/2 + k N (N-1)/2`. -/
theorem localEnergy_eq (k : ℝ) {x : Fin N → ℝ} (hx : Injective x) :
    localEnergy k x = N / 2 + k * N * (N - 1) / 2 := by
  rw [localEnergy, Finset.sum_add_distrib, sum_drift_sq k hx, drift_divergence k hx]
  ring

end

end CalogeroLocalEnergy
```

```lean
#print axioms CalogeroLocalEnergy.log_jastrow_hasDerivAt
-- 'CalogeroLocalEnergy.log_jastrow_hasDerivAt' depends on axioms: [propext, Classical.choice, Quot.sound]
#print axioms CalogeroLocalEnergy.localEnergy_eq
-- 'CalogeroLocalEnergy.localEnergy_eq' depends on axioms: [propext, Classical.choice, Quot.sound]
```
